# Wigner's $2n+1$ rule: along a continuous branch of stationary points of a $C^2$ energy, a parameter error $O(t^{n+1})$ gives an energy error $O(t^{2n+2})$

## Can a third-order energy do without the second-order orbitals?

To get a static first hyperpolarizability from Hartree–Fock, I solve the response equations for the first-order orbitals, stop there, and assemble the third-order energy from them. I know the slogan that the energy is quadratic around its stationary point. But the stationary point moves with the field, and so does the curvature around it. My orbitals are already wrong at second order in the field. Why does none of that reach the third-order energy?

## The error is squared, with one constant for all weak fields

The second-order error in your orbitals changes the energy by at most a constant times its square, which is of fourth order. The moving curvature does no harm, because one constant bounds its effect for all sufficiently weak fields.

Let $v$ be the wavefunction parameters, $t$ the field strength and $E(v,t)$ the energy. Let $x(t)$ be the exact parameters, continuous at $t=0$, with $\partial_v E(x(t),t)=0$ for all $t$ near 0. Let $y(t)$ be the trial parameters, with $\|y(t)-x(t)\|\le C|t|^{n+1}$ near 0. Your case is $n=1$.

**One constant.** Since $E$ is $C^2$ near $(x(0),0)$, its first derivative is $C^1$ there and hence Lipschitz on some ball around that point, with a constant $K$. Take $u$ and $v$ near $x(0)$ and $t$ near 0, with $u$ stationary at $t$. A point on the segment between them is $w=u+b(v-u)$ with $0\le b\le 1$. The gradient vanishes at $u$, so

$$\|\partial_vE(w,t)\|=\|\partial_vE(w,t)-\partial_vE(u,t)\|\le K\|w-u\|\le K\|v-u\|.$$

**The quadratic bound.** By the mean value inequality, the energy changes along the segment by at most the largest gradient times the length:

$$|E(v,t)-E(u,t)|\le K\|v-u\|^2.$$

Integrating the gradient bound would give $K/2$, but the order is the same.

**The response error.** As $t\to0$, $y(t)-x(t)\to0$, so both $x(t)$ and $y(t)$ tend to $x(0)$ and end up inside the ball. With $u=x(t)$ and $v=y(t)$,

$$|E(y(t),t)-E(x(t),t)|\le KC^2|t|^{2n+2}.$$

**The coefficients.** Suppose polynomials $p$ and $q$ reproduce the exact and the trial energy up to $O(t^{2n+2})$. Then $q-p$ is itself $O(t^{2n+2})$. Letting $t\to0$ shows that its constant term is zero. Dividing by $t$ and repeating the argument removes every coefficient through order $2n+1$.

**The order is sharp.** For $E=v^2/2-tv$ the stationary point is $v=t$. The trial value $t+t^{n+1}$ gives an error of exactly $t^{2n+2}/2$.

### An anharmonic coordinate in a field

Take $E(v,t)=v^2/2+v^3/3-tv$. Stationarity reads $v+v^2=t$, so the branch through the origin is $x(t)=t-t^2+2t^3-\dots$, and the first-order response is $y(t)=t$.

At $t=0.11$ the exact value is $x=0.1$, since $0.1+0.01=0.11$. The trial value $y=0.11$ is off by $0.01$. The energies are

$$E(x,t)=0.005+0.000333333-0.011=-0.005666667,$$
$$E(y,t)=0.00605+0.000443667-0.0121=-0.005606333,$$

which differ by $6.03\times10^{-5}$. At $t=0.0101$ the exact value is $x=0.01$. The parameter error has fallen to $10^{-4}$, a factor of 100, and the energy error to $5.10\times10^{-9}$, a factor of nearly 12 000.

In powers of $t$, the trial energy is $-t^2/2+t^3/3$ and the exact one is $-t^2/2+t^3/3-t^4/2+\dots$. The third-order coefficient is right although the second-order response $-t^2$ was never used.

### What the theorems assume and state

`V` is the space of parameters. It may be any real normed space, of finite or infinite dimension. The energy is a function `E : V × ℝ → ℝ`, whose second argument is the field strength. `IsStationary E v t` says that the derivative of $E$ with respect to the parameters exists at $v$ and is zero. It asks for neither a minimum nor an invertible Hessian.

The hypotheses of `wigner_rule` are these:

- `hE`: the energy is $C^2$ at the unperturbed point $(x(0),0)$, which in Mathlib implies $C^2$ on a neighbourhood.
- `hx`: the exact parameters are continuous at zero field.
- `hstat`: they are stationary for every field strength close enough to zero.
- `hy`: the trial parameters have an error $O(t^{n+1})$. The notation `=O[𝓝 0]` means a bound by a constant multiple for all $t$ near 0. It includes $t=0$, so $y(0)=x(0)$.

The conclusion is the $O(t^{2n+2})$ energy error. For $n=0$, an $O(t)$ parameter error leaves the energy correct through first order.

`energy_coefficients_agree` adds the polynomials `p` and `q` and concludes that their coefficients agree for all $k\le 2n+1$. That such polynomials exist is a hypothesis, since a $C^2$ energy need not have expansions of high order. In the literature, the $2n+1$ rule often also means explicit formulas for the energy derivatives in terms of the responses. The theorems here supply the error order and the agreement of coefficients, and leave the formulas to be derived for each method.

For Hartree–Fock the result justifies stopping at first-order orbitals for third-order energies, provided that the orbitals are described by unconstrained parameters such as rotation angles, the energy is smooth and stationary in all of them, and the trial parameters are exact through first order. An error that the solver leaves in the first-order response is a parameter error of order $t$, however small its prefactor. Then `hy` holds only for $n=0$, and the theorem no longer guarantees the third-order energy. `IsStationary` requires the derivative to vanish in every direction of `V`. The usual energy expression for orthonormal orbitals, taken as a function of the raw orbital coefficients, generally fails this in the directions that break orthonormality. Rotation angles avoid those directions.

In Lean 4 with Mathlib:

```lean
import Mathlib

open Filter Topology Asymptotics
open scoped NNReal

namespace WignerRule

variable {V : Type*} [NormedAddCommGroup V] [NormedSpace ℝ V]

/-- The parameters `v` are stationary for the energy `E` at perturbation strength `t`:
the derivative of `E` with respect to the parameters exists and vanishes there. -/
def IsStationary (E : V × ℝ → ℝ) (v : V) (t : ℝ) : Prop :=
  HasFDerivAt (fun u => E (u, t)) (0 : V →L[ℝ] ℝ) v

/-- If the gradient of an energy on the segment from `u` to `v` is at most `K` times the
distance from `u`, the energy difference is at most `K` times the squared distance. -/
theorem energy_error_le_sq {f : V → ℝ} {f' : V → V →L[ℝ] ℝ} {u v : V} {K : ℝ≥0}
    (hf : ∀ w ∈ segment ℝ u v, HasFDerivAt f (f' w) w)
    (hb : ∀ w ∈ segment ℝ u v, ‖f' w‖ ≤ K * ‖w - u‖) :
    |f v - f u| ≤ K * ‖v - u‖ ^ 2 := by
  -- points of the segment are no farther from `u` than `v` is
  have hseg : ∀ w ∈ segment ℝ u v, ‖w - u‖ ≤ ‖v - u‖ := by
    rintro w ⟨a, b, ha, hb, hab, rfl⟩
    have e : a • u + b • v - u = b • (v - u) := by
      obtain rfl : a = 1 - b := by linarith
      module
    rw [e, norm_smul, Real.norm_of_nonneg hb]
    exact mul_le_of_le_one_left (norm_nonneg _) (by linarith)
  -- mean value inequality
  have h := (convex_segment u v).norm_image_sub_le_of_norm_hasFDerivWithin_le
    (f := f) (f' := f') (C := K * ‖v - u‖)
    (fun w hw => (hf w hw).hasFDerivWithinAt)
    (fun w hw => (hb w hw).trans (mul_le_mul_of_nonneg_left (hseg w hw) K.coe_nonneg))
    (left_mem_segment ℝ u v) (right_mem_segment ℝ u v)
  rw [Real.norm_eq_abs] at h
  calc |f v - f u| ≤ K * ‖v - u‖ * ‖v - u‖ := h
    _ = K * ‖v - u‖ ^ 2 := by ring

/-- Near a point where the energy is twice continuously differentiable, the energy error
relative to a stationary point is quadratic in the parameter error, with one constant for
all nearby parameters and perturbation strengths. -/
theorem local_quadratic_bound {E : V × ℝ → ℝ} {x₀ : V} {t₀ : ℝ}
    (hE : ContDiffAt ℝ 2 E (x₀, t₀)) :
    ∃ K : ℝ≥0, ∃ r > 0, ∀ (t : ℝ) (u v : V), |t - t₀| < r →
      u ∈ Metric.ball x₀ r → v ∈ Metric.ball x₀ r → IsStationary E u t →
      |E (v, t) - E (u, t)| ≤ K * ‖v - u‖ ^ 2 := by
  -- the derivative of a C² energy is locally Lipschitz
  have hD : ContDiffAt ℝ 1 (fderiv ℝ E) (x₀, t₀) :=
    hE.fderiv_right one_add_one_eq_two.le
  obtain ⟨K, s, hs, hL⟩ := hD.exists_lipschitzOnWith
  have hd : ∀ᶠ p in 𝓝 (x₀, t₀), DifferentiableAt ℝ E p :=
    (hE.eventually (by simp)).mono fun p hp => hp.differentiableAt (by norm_num)
  obtain ⟨r, hr, hball⟩ := Metric.mem_nhds_iff.1 (Filter.inter_mem hs hd)
  refine ⟨K, r, hr, fun t u v ht hu hv hst => ?_⟩
  have hmem : ∀ w ∈ segment ℝ u v, (w, t) ∈ Metric.ball (x₀, t₀) r := fun w hw => by
    have hw' := (convex_ball x₀ r).segment_subset hu hv hw
    rw [Metric.mem_ball, Prod.dist_eq]
    exact max_lt (Metric.mem_ball.1 hw') (by simpa [Real.dist_eq] using ht)
  have hpart : ∀ w ∈ segment ℝ u v, HasFDerivAt (fun a => E (a, t))
      ((fderiv ℝ E (w, t)).comp (ContinuousLinearMap.inl ℝ V ℝ)) w := fun w hw => by
    have h : DifferentiableAt ℝ E (w, t) := (hball (hmem w hw)).2
    exact HasFDerivAt.comp (f := fun a : V => (a, t)) w h.hasFDerivAt
      (hasFDerivAt_prodMk_left w t)
  have hu' := left_mem_segment ℝ u v
  have h0 := (hpart u hu').unique hst
  refine energy_error_le_sq (f := fun a => E (a, t)) hpart fun w hw => ?_
  -- subtract the vanishing gradient at the stationary point
  refine ContinuousLinearMap.opNorm_le_bound _ (by positivity) fun z => ?_
  have hz : fderiv ℝ E (u, t) (z, 0) = 0 := DFunLike.congr_fun h0 z
  have hl := hL.dist_le_mul _ (hball (hmem w hw)).1 _ (hball (hmem u hu')).1
  have hdist : dist (w, t) (u, t) = ‖w - u‖ := by
    rw [Prod.dist_eq]
    simp [dist_eq_norm]
  rw [hdist, dist_eq_norm] at hl
  have hn : ‖(z, (0 : ℝ))‖ = ‖z‖ := by simp [Prod.norm_def]
  have hop := (fderiv ℝ E (w, t) - fderiv ℝ E (u, t)).le_opNorm (z, 0)
  rw [show (fderiv ℝ E (w, t) - fderiv ℝ E (u, t)) (z, 0)
    = fderiv ℝ E (w, t) (z, 0) - fderiv ℝ E (u, t) (z, 0) from rfl, hz, sub_zero, hn] at hop
  exact hop.trans (mul_le_mul_of_nonneg_right hl (norm_nonneg z))

/-- Wigner's 2n+1 rule: for an energy that is C² at the unperturbed point and a continuous
branch `x` of stationary points, parameters `y` with an error of order `t^(n+1)` give the
energy with an error of order `t^(2n+2)`. -/
theorem wigner_rule {E : V × ℝ → ℝ} {x y : ℝ → V} {n : ℕ}
    (hE : ContDiffAt ℝ 2 E (x 0, 0)) (hx : ContinuousAt x 0)
    (hstat : ∀ᶠ t in 𝓝 0, IsStationary E (x t) t)
    (hy : (fun t => y t - x t) =O[𝓝 0] fun t : ℝ => t ^ (n + 1)) :
    (fun t => E (y t, t) - E (x t, t)) =O[𝓝 0] fun t : ℝ => t ^ (2 * n + 2) := by
  obtain ⟨K, r, hr, hK⟩ := local_quadratic_bound hE
  -- the trial parameters tend to the same unperturbed point
  have hyx := hy.trans_tendsto ((continuous_pow (n + 1)).tendsto' 0 0 (by simp))
  have hy0 : Tendsto y (𝓝 0) (𝓝 (x 0)) := by simpa using hyx.add hx.tendsto
  have hb : (fun t => E (y t, t) - E (x t, t)) =O[𝓝 0] fun t => ‖y t - x t‖ ^ 2 := by
    refine IsBigO.of_bound K ?_
    filter_upwards [hstat, hx (Metric.ball_mem_nhds _ hr),
      hy0 (Metric.ball_mem_nhds _ hr), Metric.ball_mem_nhds (0 : ℝ) hr] with t h1 h2 h3 h4
    rw [Real.norm_eq_abs, norm_pow, norm_norm]
    exact hK t (x t) (y t) (by simpa using h4) h2 h3 h1
  exact (hb.trans (hy.norm_left.pow 2)).congr_right fun t => by ring

/-- A polynomial in the perturbation strength that is of order `t^N` as `t` tends to 0 has
no coefficients below order `N`. -/
theorem coeff_eq_zero_of_isBigO (N : ℕ) : ∀ p : Polynomial ℝ,
    (fun t => p.eval t) =O[𝓝[≠] 0] (fun t : ℝ => t ^ N) → ∀ k < N, p.coeff k = 0 := by
  induction N with
  | zero => intro p _ k hk; omega
  | succ N ih =>
    intro p hp k hk
    have h0 : p.coeff 0 = 0 := by
      rw [Polynomial.coeff_zero_eq_eval_zero]
      exact tendsto_nhds_unique ((p.continuous.tendsto 0).mono_left nhdsWithin_le_nhds)
        (hp.trans_tendsto (((continuous_pow (N + 1)).tendsto' 0 0 (by simp)).mono_left
          nhdsWithin_le_nhds))
    -- divide by `t` and use the induction hypothesis
    have hdiv : (fun t => p.divX.eval t) =O[𝓝[≠] 0] (fun t : ℝ => t ^ N) := by
      obtain ⟨c, hc⟩ := hp.bound
      refine IsBigO.of_bound c ?_
      filter_upwards [hc, self_mem_nhdsWithin] with t ht hne
      have e : p.eval t = p.divX.eval t * t := by
        conv_lhs => rw [← Polynomial.divX_mul_X_add p]
        simp [h0]
      rw [e, pow_succ, norm_mul, norm_mul, ← mul_assoc] at ht
      exact le_of_mul_le_mul_right ht (norm_pos_iff.2 hne)
    cases k with
    | zero => exact h0
    | succ k =>
      have h := ih p.divX hdiv k (by omega)
      rwa [Polynomial.coeff_divX] at h

/-- Under the hypotheses of the 2n+1 rule, let `p` and `q` be polynomials that reproduce the exact
and the trial energy with errors of order `t^(2n+2)`. Then their coefficients agree through order
`2n+1`. -/
theorem energy_coefficients_agree {E : V × ℝ → ℝ} {x y : ℝ → V} {n : ℕ}
    (hE : ContDiffAt ℝ 2 E (x 0, 0)) (hx : ContinuousAt x 0)
    (hstat : ∀ᶠ t in 𝓝 0, IsStationary E (x t) t)
    (hy : (fun t => y t - x t) =O[𝓝 0] fun t : ℝ => t ^ (n + 1))
    {p q : Polynomial ℝ}
    (hp : (fun t => E (x t, t) - p.eval t) =O[𝓝 0] fun t : ℝ => t ^ (2 * n + 2))
    (hq : (fun t => E (y t, t) - q.eval t) =O[𝓝 0] fun t : ℝ => t ^ (2 * n + 2)) :
    ∀ k ≤ 2 * n + 1, q.coeff k = p.coeff k := by
  intro k hk
  have h : (fun t => (q - p).eval t) =O[𝓝 0] fun t : ℝ => t ^ (2 * n + 2) :=
    (((wigner_rule hE hx hstat hy).add hp).sub hq).congr_left fun t => by
      simp only [Polynomial.eval_sub]
      ring
  have hc := coeff_eq_zero_of_isBigO _ _ (h.mono nhdsWithin_le_nhds) k (by omega)
  rw [Polynomial.coeff_sub] at hc
  linarith

/-- Energy `v²/2 - t v` of a harmonic degree of freedom `v` in a uniform field `t`. -/
noncomputable def fieldEnergy : ℝ × ℝ → ℝ := fun p => p.1 ^ 2 / 2 - p.2 * p.1

/-- The order `2n+2` cannot be improved: the harmonic energy in a field is C² and stationary
at `v = t`, and the trial value `t + t^(n+1)` has the energy error `t^(2n+2)/2`, which is not
of order `t^(2n+3)`. -/
theorem wigner_rule_sharp (n : ℕ) :
    ContDiff ℝ 2 fieldEnergy ∧ (∀ t, IsStationary fieldEnergy t t) ∧
    (∀ t, fieldEnergy (t + t ^ (n + 1), t) - fieldEnergy (t, t) = t ^ (2 * n + 2) / 2) ∧
    ¬ (fun t => fieldEnergy (t + t ^ (n + 1), t) - fieldEnergy (t, t))
      =O[𝓝 0] fun t : ℝ => t ^ (2 * n + 3) := by
  have hdiff : ∀ t, fieldEnergy (t + t ^ (n + 1), t) - fieldEnergy (t, t)
      = t ^ (2 * n + 2) / 2 := fun t => by
    simp only [fieldEnergy]
    ring
  refine ⟨by unfold fieldEnergy; fun_prop, fun t => ?_, hdiff, fun h => ?_⟩
  · have h : HasDerivAt (fun u : ℝ => u ^ 2 / 2 - t * u) 0 t := by
      refine ((((hasDerivAt_id' t).fun_pow 2).div_const 2).fun_sub
        ((hasDerivAt_id' t).const_mul t)).congr_deriv ?_
      norm_num
    exact h.hasFDerivAt.congr_fderiv (by ext; simp)
  · -- otherwise the coefficient 1/2 of order 2n+2 would vanish
    have hc := coeff_eq_zero_of_isBigO (2 * n + 3)
      (Polynomial.C (1 / 2) * Polynomial.X ^ (2 * n + 2))
      ((h.mono nhdsWithin_le_nhds).congr_left fun t => by
        rw [hdiff t]
        simp only [Polynomial.eval_mul, Polynomial.eval_C, Polynomial.eval_pow,
          Polynomial.eval_X]
        ring) (2 * n + 2) (by omega)
    rw [Polynomial.coeff_C_mul, Polynomial.coeff_X_pow_self] at hc
    norm_num at hc

end WignerRule
```

```lean
#print axioms WignerRule.wigner_rule
#print axioms WignerRule.energy_coefficients_agree
#print axioms WignerRule.wigner_rule_sharp
```

```
'WignerRule.wigner_rule' depends on axioms: [propext, Classical.choice, Quot.sound]
'WignerRule.energy_coefficients_agree' depends on axioms: [propext, Classical.choice, Quot.sound]
'WignerRule.wigner_rule_sharp' depends on axioms: [propext, Classical.choice, Quot.sound]
```

### From the segment to the coefficients

`energy_error_le_sq` is the mean value step. Its first part, `hseg`, writes a point of the segment as $u+b(v-u)$ and shows that it is no farther from $u$ than $v$ is. Mathlib's mean value inequality on a convex set then gives $K\|v-u\|\cdot\|v-u\|$.

`local_quadratic_bound` supplies the constant. It picks a radius `r` for which the derivative exists and is Lipschitz on the whole ball. `hpart` obtains the parameter gradient from the full derivative, and `h0` identifies it with zero at the stationary point, because a derivative is unique. The last lines subtract this zero and apply the Lipschitz bound, as in the first displayed formula.

In `wigner_rule`, `hy0` shows that the trial parameters tend to $x(0)$. The `filter_upwards` step collects the conditions that hold for small $t$ and applies the quadratic bound. Squaring `hy` finishes the proof.

`coeff_eq_zero_of_isBigO` is the division argument, by induction on the order `N`. `divX` removes the constant term and divides by the variable. The limit is taken over $t\ne0$, so that a factor $|t|$ can be cancelled. `energy_coefficients_agree` applies this to $q-p$. `wigner_rule_sharp` computes the harmonic error and uses the same lemma in reverse: if the error were $O(t^{2n+3})$, the coefficient $1/2$ of $t^{2n+2}$ would have to vanish.

### How Mathlib supplies the constant

Your worry about the moving curvature is settled by `hD.exists_lipschitzOnWith`. Here `hD` says that the derivative `fderiv ℝ E`, regarded as a function on `V × ℝ`, is $C^1$ at the unperturbed point. The lemma returns a constant `K` and a neighbourhood `s` of that point on which the derivative is Lipschitz with constant `K`.

The neighbourhood extends in the field direction as well as in the parameters. The same `K` therefore serves every $x(t)$ with $t$ small, whereas a separate Taylor expansion at each $x(t)$ would still need a common bound on its remainders. The lemma needs no compactness, which is why `V` may have infinite dimension.

The Lipschitz bound concerns the full derivative, including its field component. The proof compares the points $(w,t)$ and $(u,t)$ at equal field, where their distance is just $\|w-u\|$, and applies the derivatives only to directions $(z,0)$, which leave the field unchanged. What remains is the bound on the parameter gradient.
